# Commuting nilpotent excitations of a nonzero finite-dimensional space share a maximally excited state

If a state is excited until no operator can excite it further, the procedure may never end. Applying a second operator can revive the action of a first one that had already been exhausted, even when each operator, used alone, gives zero after finitely many applications. The problems below show that pairwise commutation removes this obstruction for finitely many operators, and for any family when the space has finite dimension.

In coupled-cluster theory with a fixed reference determinant and a finite spin-orbital basis, the excitation operators commute and are nilpotent, so the result gives an abstract form of the top of the excitation ladder. Here both properties are assumed; they are not derived from fermionic operators.

## States, strings and cluster operators

Let $V$ be a complex vector space and $X_i$ a family of linear operators on it, with $i$ in an index set $\iota$. In Lean the family is `X : ι → Module.End ℂ V`. No inner product is used, so states are nonzero vectors without normalisation.

```lean
import Mathlib

open Module

namespace MaximallyExcitedState

noncomputable section

variable {ι V : Type*} [AddCommGroup V] [Module ℂ V]
```

A maximally excited state $\Omega$ is a nonzero vector annihilated by the whole family. It need not be unique.

```lean
/-- A maximally excited state is a nonzero vector annihilated by every excitation operator. -/
def IsMaximallyExcited (X : ι → Module.End ℂ V) (Ω : V) : Prop :=
  Ω ≠ 0 ∧ ∀ i, X i Ω = 0
```

For a list $l=[i_1,\dots,i_m]$, write $X_l=X_{i_1}\cdots X_{i_m}$, with the rightmost factor acting first. The empty list gives the identity, and repetitions are allowed.

```lean
/-- The vector obtained from `v` by a string of excitations, the rightmost acting first. -/
def excite (X : ι → Module.End ℂ V) (l : List ι) (v : V) : V :=
  (l.map X).prod v
```

For a finite set $s\subseteq\iota$, let $K_s=\bigcap_{i\in s}\ker X_i$, so that $K_\varnothing=V$.

```lean
/-- The subspace of vectors annihilated by all excitations in a finite set. -/
def commonKernel (X : ι → Module.End ℂ V) (s : Finset ι) : Submodule ℂ V :=
  ⨅ i ∈ s, LinearMap.ker (X i)
```

When $\iota$ is finite, complex amplitudes $t_i$ define the cluster operator $T=\sum_i t_iX_i$.

```lean
/-- The cluster operator with amplitudes `t`. -/
def clusterOperator [Fintype ι] (X : ι → Module.End ℂ V) (t : ι → ℂ) : Module.End ℂ V :=
  ∑ i, t i • X i
```

## (a) Exhausting one excitation

**Task.** Let $A$ be nilpotent and $v\neq0$. Show that some $k\geq0$ satisfies
$$A^kv\neq0,\qquad A(A^kv)=0.$$

**Solution.** Some power $A^n$ is zero, so there is a least $m$ with $A^mv=0$. Since $A^0v=v\neq0$, we have $m\geq1$. Take $k=m-1$: then $A^kv\neq0$ by minimality, and $A(A^kv)=A^mv=0$.

The Lean proof argues by contradiction. If no such $k$ existed, induction would make every $A^kv$ nonzero, which conflicts with $A^n=0$.

```lean
/-- Repeated action of a nilpotent operator on a nonzero state reaches a nonzero state
that the operator annihilates. -/
theorem exists_last_power {A : Module.End ℂ V} (hA : IsNilpotent A) {v : V} (hv : v ≠ 0) :
    ∃ k : ℕ, (A ^ k) v ≠ 0 ∧ A ((A ^ k) v) = 0 := by
  by_contra hcon
  -- otherwise no power of `A` would annihilate `v`
  have all : ∀ k : ℕ, (A ^ k) v ≠ 0 := by
    intro k
    induction k with
    | zero => simpa using hv
    | succ k ih =>
      intro h0
      rw [pow_succ', Module.End.mul_apply] at h0
      exact hcon ⟨k, ih, h0⟩
  obtain ⟨n, hn⟩ := hA
  exact all n (by rw [hn, LinearMap.zero_apply])
```

## (b) Exhausting finitely many excitations

**Task.** Let the $X_i$ be nilpotent and commute pairwise, let $s$ be a finite set of indices and let $v\neq0$. Find a list $l$ such that
$$X_lv\neq0,\qquad X_i(X_lv)=0\quad\text{for all } i\in s.$$

**Solution.** Use induction on $s$. For $s=\varnothing$ the empty list works, because it leaves $v$ unchanged. Now suppose that $w=X_lv$ is nonzero and annihilated by every $X_i$ with $i\in s$, and add an index $a$. By (a) there is a $k$ with $X_a^kw\neq0$ and $X_a(X_a^kw)=0$. The earlier conditions survive, since for $i\in s$
$$X_iX_a^kw=X_a^kX_iw=0.$$
The new list is $k$ copies of $a$ followed by $l$.

In Lean, `hc` and `hn` are the assumptions of commutation and nilpotency. The new list is `List.replicate k a ++ l`, the equation `e` identifies its action with $X_a^kw$, and the `calc` block is the displayed exchange. The dimension of $V$ is unrestricted.

```lean
/-- For finitely many commuting nilpotent excitations, in any dimension, a string of excitations
takes a nonzero reference to a nonzero state annihilated by all of them. -/
theorem exists_excitation_finset (X : ι → Module.End ℂ V)
    (hc : ∀ i j, Commute (X i) (X j)) (hn : ∀ i, IsNilpotent (X i))
    (s : Finset ι) {v : V} (hv : v ≠ 0) :
    ∃ l : List ι, excite X l v ≠ 0 ∧ ∀ i ∈ s, X i (excite X l v) = 0 := by
  classical
  induction s using Finset.induction_on with
  | empty => exact ⟨[], by simpa [excite] using hv, by simp⟩
  | insert a s ha ih =>
    obtain ⟨l, hl, hs⟩ := ih
    obtain ⟨k, hk0, hk1⟩ := exists_last_power (hn a) hl
    have e : excite X (List.replicate k a ++ l) v = (X a ^ k) (excite X l v) := by
      simp [excite, List.map_replicate, List.prod_replicate, Module.End.mul_apply]
    refine ⟨List.replicate k a ++ l, ?_⟩
    rw [e]
    refine ⟨hk0, fun i hi => ?_⟩
    rcases Finset.mem_insert.1 hi with h | h
    · rw [h]
      exact hk1
    · -- the earlier annihilation conditions survive because the excitations commute
      have hcomm := ((hc i a).pow_right k).eq
      calc X i ((X a ^ k) (excite X l v)) = (X i * X a ^ k) (excite X l v) := rfl
        _ = (X a ^ k * X i) (excite X l v) := by rw [hcomm]
        _ = (X a ^ k) (X i (excite X l v)) := rfl
        _ = 0 := by rw [hs i h, map_zero]
```

## (c) Arbitrary families in finite dimension

**Task.** Keep the assumptions on the operators, let $V$ have finite dimension, and allow any index set. For $v\neq0$, find a finite list $l$ such that
$$X_lv\neq0,\qquad X_i(X_lv)=0\quad\text{for all } i\in\iota.$$

**Solution.** Among all finite sets of indices, choose $s$ with $\dim K_s$ as small as possible. Part (b) gives a nonzero $w=X_lv$ in $K_s$. For any further index $i$,
$$K_{s\cup\{i\}}\subseteq K_s,\qquad \dim K_s\leq\dim K_{s\cup\{i\}},$$
where the second relation is the minimality of $s$. The two spaces are therefore equal, so $w\in K_{s\cup\{i\}}$ and $X_iw=0$.

`Nat.find` selects the least dimension, `hle` and `hdim` are the two displayed relations, and `Submodule.eq_of_le_of_finrank_le` turns them into equality.

```lean
/-- In finite dimension, for any family of commuting nilpotent excitations and each nonzero
reference, there is a finite string of excitations taking that reference to a maximally excited
state. -/
theorem exists_excitation_to_maximal [FiniteDimensional ℂ V] (X : ι → Module.End ℂ V)
    (hc : ∀ i j, Commute (X i) (X j)) (hn : ∀ i, IsNilpotent (X i))
    {v : V} (hv : v ≠ 0) :
    ∃ l : List ι, IsMaximallyExcited X (excite X l v) := by
  classical
  have mem : ∀ (s : Finset ι) (w : V), w ∈ commonKernel X s ↔ ∀ i ∈ s, X i w = 0 := by
    intro s w
    simp [commonKernel, Submodule.mem_iInf]
  -- choose a finite subfamily whose common kernel has least dimension
  have h : ∃ n : ℕ, ∃ s : Finset ι, finrank ℂ (commonKernel X s) = n := ⟨_, ∅, rfl⟩
  obtain ⟨s, hs⟩ := Nat.find_spec h
  obtain ⟨l, hl, hk⟩ := exists_excitation_finset X hc hn s hv
  refine ⟨l, hl, fun i => ?_⟩
  have hle : commonKernel X (insert i s) ≤ commonKernel X s := by
    intro w hw
    exact (mem s w).2 fun j hj => (mem _ w).1 hw j (Finset.mem_insert_of_mem hj)
  have hdim : finrank ℂ (commonKernel X s) ≤ finrank ℂ (commonKernel X (insert i s)) := by
    rw [hs]
    exact Nat.find_min' h ⟨insert i s, rfl⟩
  -- one more excitation therefore leaves the common kernel unchanged
  have heq := Submodule.eq_of_le_of_finrank_le hle hdim
  have hw : excite X l v ∈ commonKernel X (insert i s) := by
    rw [heq]
    exact (mem s _).2 hk
  exact (mem _ _).1 hw i (Finset.mem_insert_self i s)
```

The limit of infinitely many modes shows the role of finite dimension. Take finite linear combinations of basis states labelled by finite sets of occupied modes, and let $X_i$ fill mode $i$, or give zero if it is already full. These operators commute and square to zero, but every nonzero state involves only finitely many modes, so filling an unused one gives a nonzero state again.

## (d) Existence without a chosen reference

**Task.** Under the assumptions of (c), let $V\neq\{0\}$. Show that there is an $\Omega\in V$ with
$$\Omega\neq0,\qquad X_i\Omega=0\quad\text{for all } i\in\iota.$$

**Solution.** Pick any $v\neq0$ and set $\Omega=X_lv$ with the list from (c).

The condition $V\neq\{0\}$ is `Nontrivial V` in Lean, and `exists_ne` supplies $v$. In the smallest case, $\dim V=1$, each operator is multiplication by a number with a vanishing power. That number is zero, and every nonzero vector is maximally excited.

```lean
/-- Commuting nilpotent excitations of a nonzero finite-dimensional state space have a
maximally excited state. -/
theorem exists_maximallyExcited [FiniteDimensional ℂ V] [Nontrivial V]
    (X : ι → Module.End ℂ V) (hc : ∀ i j, Commute (X i) (X j))
    (hn : ∀ i, IsNilpotent (X i)) : ∃ Ω : V, IsMaximallyExcited X Ω := by
  obtain ⟨v, hv⟩ := exists_ne (0 : V)
  obtain ⟨l, hl⟩ := exists_excitation_to_maximal X hc hn hv
  exact ⟨_, hl⟩
```

## (e) The truncated exponential on a maximally excited state

**Task.** Let $\iota$ be finite and $\Omega$ maximally excited. Show that for all amplitudes and every $N\geq0$
$$\sum_{k=0}^{N}\frac{T^k}{k!}\,\Omega=\Omega.$$

**Solution.** First, $T\Omega=\sum_it_iX_i\Omega=0$. Hence $T^{k+1}\Omega=T^k(T\Omega)=0$ for every $k\geq0$, and only the zeroth-order term $\Omega$ remains.

These two steps are `hT` and `hp`; `Finset.sum_range_succ'` then separates the zeroth-order term. Once $\Omega$ is given, neither commutation nor nilpotency is needed.

```lean
/-- The exponential series of any cluster operator, truncated at any order `N`, leaves a
maximally excited state unchanged. -/
theorem truncated_exp_fixes [Fintype ι] (X : ι → Module.End ℂ V) (t : ι → ℂ) {Ω : V}
    (h : IsMaximallyExcited X Ω) (N : ℕ) :
    (∑ k ∈ Finset.range (N + 1),
      ((k.factorial : ℂ)⁻¹) • clusterOperator X t ^ k) Ω = Ω := by
  have hT : clusterOperator X t Ω = 0 := by
    simp [clusterOperator, LinearMap.sum_apply, h.2]
  have hp : ∀ k : ℕ, (clusterOperator X t ^ (k + 1)) Ω = 0 := by
    intro k
    rw [pow_succ, Module.End.mul_apply, hT, map_zero]
  -- only the zeroth-order term survives
  rw [LinearMap.sum_apply, Finset.sum_range_succ']
  simp only [LinearMap.smul_apply, hp, smul_zero, Finset.sum_const_zero, zero_add]
  simp
```

A program working in a finite determinant basis can apply the exponential series through $u_0=\Omega$ and $u_{k+1}=Tu_k/(k+1)$, adding up the $u_k$. On a maximally excited state $u_1$ must already vanish. A nonzero $u_1$, beyond rounding, shows that the coded $T$ is not a combination of the intended excitations.

## (f) Two two-level modes

**Task.** Let $e_0,e_1,e_2,e_3$ be the reference, the excitation of the first mode, that of the second, and the double excitation. On $v=(v_0,v_1,v_2,v_3)$ define
$$Av=(0,v_0,0,v_2),\qquad Bv=(0,0,v_0,v_1).$$
Show that
$$AB=BA,\quad A^2=B^2=0,\quad ABe_0=e_3,\quad Ae_3=Be_3=0.$$

**Solution.** Substitution gives $A(Bv)=(0,0,0,v_0)=B(Av)$, which also yields $ABe_0=e_3$. The vector $Av$ has zero components 0 and 2, the only ones that $A$ reads, so $A^2=0$. Likewise $Bv$ has zero components 0 and 1, so $B^2=0$. Neither operator reads component 3, so both annihilate $e_3$, which is nonzero.

The two operators are entered by their action on components.

```lean
/-- Excitation of the first of two two-level modes; the basis states are the reference,
the two single excitations and the double excitation. -/
def exciteA : Module.End ℂ (Fin 4 → ℂ) where
  toFun v := ![0, v 0, 0, v 2]
  map_add' v w := by ext i; fin_cases i <;> simp
  map_smul' c v := by ext i; fin_cases i <;> simp

/-- Excitation of the second of the two modes, in the same basis. -/
def exciteB : Module.End ℂ (Fin 4 → ℂ) where
  toFun v := ![0, 0, v 0, v 1]
  map_add' v w := by ext i; fin_cases i <;> simp
  map_smul' c v := by ext i; fin_cases i <;> simp
```

In the theorem, `![exciteA, exciteB]` is the family with two members. The vanishing squares are stated there as nilpotency, with the exponent 2 supplied in the proof. The proof compares components with `fin_cases`, and component 3 shows that $e_3\neq0$.

```lean
/-- The excitations of two two-level modes commute and are nilpotent, and their product takes the
reference to the double excitation, which is maximally excited. -/
theorem exists_maximallyExcited_witness :
    Commute exciteA exciteB ∧ IsNilpotent exciteA ∧ IsNilpotent exciteB ∧
      exciteA (exciteB ![1, 0, 0, 0]) = ![0, 0, 0, 1] ∧
      IsMaximallyExcited ![exciteA, exciteB] ![0, 0, 0, 1] := by
  refine ⟨LinearMap.ext fun v => ?_, ⟨2, (pow_two _).trans (LinearMap.ext fun v => ?_)⟩,
    ⟨2, (pow_two _).trans (LinearMap.ext fun v => ?_)⟩, ?_, fun h => ?_,
    Fin.forall_fin_two.2 ⟨?_, ?_⟩⟩
  case refine_5 =>
    have h3 : (1 : ℂ) = 0 := congrFun h 3
    exact one_ne_zero h3
  all_goals
    ext i
    fin_cases i <;> simp [exciteA, exciteB, Module.End.mul_apply]
```

## (g) Spin one-half: nilpotent operators without a common state

**Task.** With $\hbar=1$, let $S_+v=(v_1,0)$ and $S_-v=(0,v_0)$ on $v=(v_0,v_1)$, where $v_0$ is the amplitude of spin up and $v_1$ that of spin down. Show that
$$S_+^2=S_-^2=0,\qquad S_+\Omega=S_-\Omega=0\ \Longrightarrow\ \Omega=0.$$

**Solution.** The vector $S_+v$ has zero component 1, the only one that $S_+$ reads, so $S_+^2=0$. In the same way $S_-^2=0$. If both operators annihilate $\Omega$, then $S_+\Omega=(\Omega_1,0)=0$ gives $\Omega_1=0$, and $S_-\Omega=(0,\Omega_0)=0$ gives $\Omega_0=0$.

Nilpotency alone is therefore too weak for (d). What is missing is commutation: $S_+S_-v=(v_0,0)$, whereas $S_-S_+v=(0,v_1)$.

```lean
/-- The raising operator of a spin one-half. -/
def raiseSpin : Module.End ℂ (Fin 2 → ℂ) where
  toFun v := ![v 1, 0]
  map_add' v w := by ext i; fin_cases i <;> simp
  map_smul' c v := by ext i; fin_cases i <;> simp

/-- The lowering operator of a spin one-half. -/
def lowerSpin : Module.End ℂ (Fin 2 → ℂ) where
  toFun v := ![0, v 0]
  map_add' v w := by ext i; fin_cases i <;> simp
  map_smul' c v := by ext i; fin_cases i <;> simp
```

The theorem again states nilpotency, and its proof supplies the exponent 2. The last part of the proof reads off the two amplitudes as `h1` and `h2`, which contradict the assumption that $\Omega$ is nonzero.

```lean
/-- The raising and lowering operators of a spin one-half are both nilpotent, but no nonzero
state is annihilated by both. -/
theorem spin_no_common_state :
    IsNilpotent raiseSpin ∧ IsNilpotent lowerSpin ∧
      ¬ ∃ Ω, IsMaximallyExcited ![raiseSpin, lowerSpin] Ω := by
  refine ⟨⟨2, (pow_two _).trans (LinearMap.ext fun v => ?_)⟩,
    ⟨2, (pow_two _).trans (LinearMap.ext fun v => ?_)⟩, ?_⟩
  · ext i
    fin_cases i <;> simp [raiseSpin, Module.End.mul_apply]
  · ext i
    fin_cases i <;> simp [lowerSpin, Module.End.mul_apply]
  · rintro ⟨Ω, h0, h⟩
    have hr : raiseSpin Ω = 0 := h 0
    have hl : lowerSpin Ω = 0 := h 1
    -- each operator forces one of the two amplitudes to vanish
    have h1 : Ω 1 = 0 := congrFun hr 0
    have h2 : Ω 0 = 0 := congrFun hl 1
    apply h0
    ext i
    fin_cases i
    · exact h2
    · exact h1

end

end MaximallyExcitedState
```

```lean
#print axioms MaximallyExcitedState.exists_maximallyExcited
-- 'MaximallyExcitedState.exists_maximallyExcited' depends on axioms: [propext, Classical.choice, Quot.sound]
#print axioms MaximallyExcitedState.truncated_exp_fixes
-- 'MaximallyExcitedState.truncated_exp_fixes' depends on axioms: [propext, Classical.choice, Quot.sound]
#print axioms MaximallyExcitedState.spin_no_common_state
-- 'MaximallyExcitedState.spin_no_common_state' depends on axioms: [propext, Classical.choice, Quot.sound]
```
